# A nine-site cluster with two inequivalent sites that have equal local spectra

Suppose two atoms in a Hückel calculation show the same local density of states, and you therefore treat them as symmetry-equivalent. In the cluster below this goes wrong. Sites 2 and 5 agree in every local moment (the site's diagonal element in each power of the Hamiltonian), yet site 2 is bonded to a chain end and site 5 is not. Treating one as a copy of the other would assign it the wrong surroundings.

```lean
import Mathlib

open Matrix

namespace CospectralSites
```

These lines load the mathematics library and open a namespace for the names that follow.

```lean
/-- Site 2 of the cluster (indices start at zero). -/
local notation "site2" => (1 : Fin 9)

/-- Site 5 of the cluster (indices start at zero). -/
local notation "site5" => (4 : Fin 9)

/-- Adjacency matrix of the path 1-2-...-8 with an extra site 9 bonded to site 3. -/
def adjacency : Matrix (Fin 9) (Fin 9) ℤ :=
  !![0, 1, 0, 0, 0, 0, 0, 0, 0;
     1, 0, 1, 0, 0, 0, 0, 0, 0;
     0, 1, 0, 1, 0, 0, 0, 0, 1;
     0, 0, 1, 0, 1, 0, 0, 0, 0;
     0, 0, 0, 1, 0, 1, 0, 0, 0;
     0, 0, 0, 0, 1, 0, 1, 0, 0;
     0, 0, 0, 0, 0, 1, 0, 1, 0;
     0, 0, 0, 0, 0, 0, 1, 0, 0;
     0, 0, 1, 0, 0, 0, 0, 0, 0]
```

The cluster is the path 1-2-...-8 with site 9 bonded to site 3. `Fin 9` counts from zero, so site n has index n−1, and `site2` and `site5` stand for indices 1 and 4. The text below uses site numbers. The integer matrix `adjacency`, written A, has A_ij = 1 for a bond and 0 otherwise.

```lean
/-- Four times an orbital transformation that exchanges the orbitals of sites 2 and 5
and mixes the orbitals of the other sites. -/
def hidden : Matrix (Fin 9) (Fin 9) ℤ :=
  !![ 0, 0, 0,  2, 0,  2,  0, -2, -2;
      0, 0, 0,  0, 4,  0,  0,  0,  0;
      0, 0, 0,  2, 0,  2,  0,  2,  2;
      2, 0, 2,  1, 0, -1,  2,  1, -1;
      0, 4, 0,  0, 0,  0,  0,  0,  0;
      2, 0, 2, -1, 0,  1, -2, -1,  1;
      0, 0, 0,  2, 0, -2,  0, -2,  2;
     -2, 0, 2,  1, 0, -1, -2,  1, -1;
     -2, 0, 2, -1, 0,  1,  2, -1,  1]
```

Call this matrix K and set U = K/4. With e_n the orbital on site n, its columns say

U e1 = (e4 + e6 − e8 − e9)/2
U e2 = e5
U e3 = (e4 + e6 + e8 + e9)/2
U e4 = (2e1 + 2e3 + e4 − e6 + 2e7 + e8 − e9)/4
U e5 = e2
U e6 = (2e1 + 2e3 − e4 + e6 − 2e7 − e8 + e9)/4
U e7 = (e4 − e6 − e8 + e9)/2
U e8 = (−2e1 + 2e3 + e4 − e6 − 2e7 + e8 − e9)/4
U e9 = (−2e1 + 2e3 − e4 + e6 + 2e7 − e8 + e9)/4

So U exchanges orbitals 2 and 5 but mixes the others, and is not a permutation of sites.

```lean
/-- The matrix element of an integer matrix between two sites of the cluster. -/
def entry (M : Matrix (Fin 9) (Fin 9) ℤ) (i j : Fin 9) : ℤ := M i j
```

`entry M i j` is the matrix element M_ij, named for use in the finite checks.

```lean
/-- The Hückel Hamiltonian of the cluster, with site energy `α` and hopping `β`. -/
noncomputable def huckel (α β : ℝ) : Matrix (Fin 9) (Fin 9) ℂ :=
  (α : ℂ) • 1 + (β : ℂ) • (Int.castRingHom ℂ).mapMatrix adjacency
```

This is H = α + βA, with real site energy α and hopping β, read as a complex matrix. It describes one electron with one orbital per site and no interactions.

```lean
/-- The matrix `hidden` is symmetric, squares to 16 times the identity, and commutes
with the adjacency matrix. -/
theorem hidden_symmetry :
    hiddenᵀ = hidden ∧ hidden * hidden = (16 : ℤ) • 1 ∧ Commute adjacency hidden := by
  -- all three are finite checks on integer matrix elements
  have hsymm : ∀ i j, entry hidden j i = entry hidden i j := by decide +kernel
  have hsq : ∀ i j, entry (hidden * hidden) i j = entry ((16 : ℤ) • 1) i j := by
    decide +kernel
  have hcomm : ∀ i j, entry (adjacency * hidden) i j = entry (hidden * adjacency) i j := by
    decide +kernel
  refine ⟨?_, ?_, ?_⟩
  · ext i j
    exact hsymm i j
  · ext i j
    exact hsq i j
  · change adjacency * hidden = hidden * adjacency
    ext i j
    exact hcomm i j
```

The theorem states Kᵀ = K, K² = 16 and AK = KA. Symmetry is visible in the table. The rows of K are mutually orthogonal with squared length 16, which gives K² = 16, so U is orthogonal. For the commutator, apply AU and UA to each orbital; both give

e1 → e5
e2 → e4 + e6
e3 → e3 + e5 + e7
e4 → e2 + (e4 + e6 + e8 + e9)/2
e5 → e1 + e3
e6 → e2 + (e4 − e6 − e8 + e9)/2
e7 → e3 − e7
e8 → (e4 − e6 − e8 + e9)/2
e9 → (e4 + e6 + e8 + e9)/2

In Lean, `decide +kernel` evaluates all the matrix elements, and `ext i j` reduces each matrix equation to them.

```lean
/-- Over an integral domain of characteristic zero, any matrix that commutes with `hidden` has equal
diagonal elements on sites 2 and 5. -/
theorem diagonal_eq_of_commute {R : Type*} [CommRing R] [IsDomain R] [CharZero R]
    (M : Matrix (Fin 9) (Fin 9) R)
    (hM : Commute M ((Int.castRingHom R).mapMatrix hidden)) :
    M site2 site2 = M site5 site5 := by
  have hcol' : ∀ j, entry hidden j site2 = if j = site5 then 4 else 0 := by decide +kernel
  have hrow' : ∀ j, entry hidden site5 j = if j = site2 then 4 else 0 := by decide +kernel
  have hcol : ∀ j, hidden j site2 = if j = site5 then 4 else 0 := hcol'
  have hrow : ∀ j, hidden site5 j = if j = site2 then 4 else 0 := hrow'
  -- compare the (5,2) elements of the two products
  have h := congrFun (congrFun hM.eq site5) site2
  simp only [Matrix.mul_apply, RingHom.mapMatrix_apply, Matrix.map_apply, hcol, hrow] at h
  simp only [eq_intCast, Int.cast_ite, Int.cast_ofNat, Int.cast_zero, mul_ite, ite_mul,
    mul_zero, zero_mul, Finset.sum_ite_eq', Finset.mem_univ, if_true] at h
  have h4 : (4 : R) ≠ 0 := by norm_num
  apply mul_left_cancel₀ h4
  linear_combination -h
```

Let M be any matrix commuting with K. Column 2 of K has only the entry K_52 = 4, which is also the only entry of row 5. Hence

(MK)_52 = Σ_j M_5j K_j2 = 4 M_55
(KM)_52 = Σ_j K_5j M_j2 = 4 M_22

and M_22 = M_55. The facts `hcol` and `hrow` collapse the sums, and `mul_left_cancel₀` cancels the 4. The assumptions on the number system `R` permit that cancellation; integers and complex numbers both qualify.

```lean
/-- A permutation that preserves every matrix element of a finite square matrix `H` also preserves
every matrix element of each power of `H`. -/
theorem moments_eq_of_equivalent {n R : Type*} [Fintype n] [DecidableEq n] [CommRing R]
    (H : Matrix n n R) (σ : Equiv.Perm n) (hσ : ∀ i j, H (σ i) (σ j) = H i j) (k : ℕ) :
    ∀ i j, (H ^ k) (σ i) (σ j) = (H ^ k) i j := by
  induction k with
  | zero =>
    intro i j
    simp [Matrix.one_apply]
  | succ k ih =>
    intro i j
    rw [pow_succ, Matrix.mul_apply, Matrix.mul_apply]
    -- relabel the intermediate site by the permutation
    exact (Equiv.sum_comp σ (fun l => (H ^ k) (σ i) l * H l (σ j))).symm.trans
      (Finset.sum_congr rfl fun l _ => by simp only [ih, hσ])
```

Here is the implication that does hold, for any finite matrix H. If a permutation σ satisfies H_σi,σj = H_ij, every power does too. For k = 0 both sides are δ_ij. For the next power, relabel the intermediate site:

(H^(k+1))_σi,σj = Σ_l (H^k)_σi,σl H_σl,σj = Σ_l (H^k)_il H_lj = (H^(k+1))_ij

`Equiv.sum_comp` does the relabelling. Setting j = i gives equal moments on equivalent sites.

```lean
/-- No permutation of the sites that preserves the adjacency matrix sends site 2 to site 5. -/
theorem not_equivalent :
    ¬ ∃ σ : Equiv.Perm (Fin 9),
      (∀ i j, adjacency (σ i) (σ j) = adjacency i j) ∧ σ site2 = site5 := by
  rintro ⟨σ, hσ, h2⟩
  -- the image of the end site 1 is a neighbour of site 5
  have hnb : adjacency site5 (σ 0) = 1 := by
    have h := hσ site2 0
    rw [h2] at h
    have h1 : entry adjacency site2 0 = 1 := by decide +kernel
    exact h.trans h1
  -- and it has a single bond
  have hdeg : ∑ j, adjacency (σ 0) j = 1 := by
    rw [← Equiv.sum_comp σ]
    simp only [hσ]
    have h1 : ∑ j, entry adjacency 0 j = 1 := by decide +kernel
    exact h1
  have hno : ∀ x, entry adjacency site5 x = 1 → ∑ j, entry adjacency x j ≠ 1 := by
    decide +kernel
  exact hno _ hnb hdeg
```

Suppose σ preserves A and sends 2 to 5. Site 1 is a neighbour of 2, so σ(1) is a neighbour of 5 (`hnb`). It also keeps its number of bonds (`hdeg`):

Σ_j A_σ1,j = Σ_j A_σ1,σj = Σ_j A_1j = 1

But the neighbours of 5 are 4 and 6, with two bonds each, which is the contradiction in `hno`.

```lean
/-- Sites 2 and 5 have equal diagonal elements in every power of the adjacency matrix,
yet no adjacency-preserving permutation sends site 2 to site 5. -/
theorem equal_local_spectra_not_equivalent :
    (∀ k : ℕ, (adjacency ^ k) site2 site2 = (adjacency ^ k) site5 site5) ∧
    ¬ ∃ σ : Equiv.Perm (Fin 9),
      (∀ i j, adjacency (σ i) (σ j) = adjacency i j) ∧ σ site2 = site5 := by
  refine ⟨fun k => diagonal_eq_of_commute _ ?_, not_equivalent⟩
  have hcast : (Int.castRingHom ℤ).mapMatrix hidden = hidden := by
    ext i j
    simp
  rw [hcast]
  exact hidden_symmetry.2.2.pow_left k
```

The main theorem joins the two halves. Since A commutes with K, so does A^k (`pow_left`), and therefore (A^k)_22 = (A^k)_55 for every natural k. Expanding the powers of H = α + βA gives (H^k)_22 = (H^k)_55 as well. The moment (H^k)_ii equals Σ_E E^k w_i(E), summed over the distinct energy levels E, where w_i(E) is the total weight of site i in the orthonormal eigenvectors of level E. There are finitely many levels, so the moments determine these weights, and the two sites have the same local density of states. The theorem covers the powers of A; the steps from A to H and from the moments to the local density of states are not formalised here. Equivalence here means a permutation preserving the bonds; molecular geometry does not enter.

```lean
/-- The Hückel Hamiltonian commutes with the hidden symmetry. -/
theorem huckel_commute (α β : ℝ) :
    Commute (huckel α β) ((Int.castRingHom ℂ).mapMatrix hidden) :=
  ((Commute.one_left _).smul_left _).add_left
    ((hidden_symmetry.2.2.map (Int.castRingHom ℂ).mapMatrix).smul_left _)
```

H commutes with K because the identity and A both do.

```lean
/-- At every time `t` (with ħ = 1), the amplitude for an electron started on site 2 to be
found there again equals the corresponding amplitude for site 5. -/
theorem return_amplitude_eq (α β t : ℝ) :
    NormedSpace.exp ((-(Complex.I * t)) • huckel α β) site2 site2 =
      NormedSpace.exp ((-(Complex.I * t)) • huckel α β) site5 site5 :=
  diagonal_eq_of_commute _ ((huckel_commute α β).smul_left _).exp_left
```

With ħ = 1, exp(−itH) is built from powers of H and so commutes with K. In this non-interacting model, an electron started on site 2 has the same return amplitude at every time as one started on site 5.

```lean
/-- If `G` is the Green function at complex energy `z`, that is, the inverse of `z - H`,
then its diagonal elements on sites 2 and 5 are equal. -/
theorem green_function_eq (α β : ℝ) (z : ℂ) (G : Matrix (Fin 9) (Fin 9) ℂ)
    (hG : G * (z • 1 - huckel α β) = 1) : G site2 site2 = G site5 site5 := by
  apply diagonal_eq_of_commute
  have hB : Commute (z • 1 - huckel α β) ((Int.castRingHom ℂ).mapMatrix hidden) :=
    ((Commute.one_left _).smul_left z).sub_left (huckel_commute α β)
  have hr : (z • 1 - huckel α β) * G = 1 := mul_eq_one_comm.mp hG
  -- an inverse commutes with whatever the original matrix commutes with
  generalize z • 1 - huckel α β = B at hG hB hr
  generalize (Int.castRingHom ℂ).mapMatrix hidden = K at hB ⊢
  change G * K = K * G
  calc G * K = G * K * (B * G) := by rw [hr, mul_one]
    _ = G * (K * B) * G := by simp only [mul_assoc]
    _ = G * (B * K) * G := by rw [hB.eq]
    _ = (G * B) * K * G := by simp only [mul_assoc]
    _ = K * G := by rw [hG, one_mul]

end CospectralSites
```

Write B = z − H. The hypothesis `hG` says GB = 1, so z is not an eigenvalue of H; for square matrices BG = 1 follows. Then

GK = GK(BG) = G(KB)G = G(BK)G = (GB)KG = KG

and the diagonal elements of the Green function agree: G_22 = G_55.

```lean
#print axioms CospectralSites.moments_eq_of_equivalent
#print axioms CospectralSites.equal_local_spectra_not_equivalent
#print axioms CospectralSites.return_amplitude_eq
#print axioms CospectralSites.green_function_eq
```

```
'CospectralSites.moments_eq_of_equivalent' depends on axioms: [propext, Classical.choice, Quot.sound]
'CospectralSites.equal_local_spectra_not_equivalent' depends on axioms: [propext, Classical.choice, Quot.sound]
'CospectralSites.return_amplitude_eq' depends on axioms: [propext, Classical.choice, Quot.sound]
'CospectralSites.green_function_eq' depends on axioms: [propext, Classical.choice, Quot.sound]
```
